# Pressure as a weighted mean of the thermodynamic estimator over finitely many scaled configurations

In a path-integral Monte Carlo run at fixed volume, the pressure can be obtained by averaging a quantity built from the spring term and the forces of each sampled configuration. The identity behind this step is derived here for a finite set of scaled configurations with positive weights. This set stands in for the whole configuration space, not for the samples of a run, which are already drawn in proportion to their weights and are averaged equally.

Let $S$ be a nonempty finite set of scaled configurations $x\in\mathbb R^D$, and let $L>0$ be the length of a $d$-dimensional cubic box, $d\ge1$, with volume $v=L^d$. At inverse temperature $\beta>0$, put

$$w_L(x)=e^{-L^2K(x)/\beta-\beta U(Lx)},\qquad Z(L)=L^D\sum_{x\in S}w_L(x),\qquad \langle A\rangle_L=\frac{\sum_{x\in S} w_L(x)A(x)}{\sum_{x\in S} w_L(x)}.$$

For $N$ particles of mass $m$ with $P$ beads each, $D=dNP$, $K(x)$ is $mP/(2\hbar^2)$ times the sum of squared scaled distances between neighbouring beads, and $U$ is the bead-averaged potential. The pressure is the derivative of $\log Z/\beta$ with respect to $v$ at fixed $\beta$. The claim, for $U$ differentiable at each $Lx$, is

$$\frac1\beta\frac{d\log Z}{dv}=\left\langle\frac{D/\beta-2L^2K(x)/\beta^2-Lx\cdot\nabla U(Lx)}{d\,L^d}\right\rangle_L .$$

## From box length to volume

By the chain rule, $\frac{d}{dL}U(Lx)=x\cdot\nabla U(Lx)$. Hence $\frac{d}{dL}w_L(x)=w_L(x)\,g(x)$ with

$$g(x)=-\frac{2LK(x)}{\beta}-\beta\,x\cdot\nabla U(Lx).$$

Since $\log Z=D\log L+\log\sum_x w_L(x)$,

$$\frac{d\log Z}{dL}=\frac DL+\frac{\sum_x w_L(x)g(x)}{\sum_x w_L(x)}=\frac DL+\langle g\rangle_L .$$

From $L=v^{1/d}$ follows $dL/dv=L/(d\,L^d)$, so

$$\frac1\beta\frac{d\log Z}{dv}=\frac{L}{\beta d L^d}\left(\frac DL+\langle g\rangle_L\right)=\left\langle\frac{D/\beta+Lg(x)/\beta}{d\,L^d}\right\rangle_L .$$

Inserting $g$ gives the claim.

Three consequences are short:

- If $U(lR)=l^nU(R)$ for $l>0$, differentiating at $l=1$ gives $R\cdot\nabla U(R)=nU(R)$, which removes the gradient from the estimator.
- If $K=U=0$ and $D=dN$, the estimator is the constant $dN/(\beta d L^d)=N/(\beta L^d)$.
- For a second length $L'$, $w_{L'}(x)=w_L(x)\,e^{-(L'^2-L^2)K(x)/\beta-\beta(U(L'x)-U(Lx))}$. Summing over $x$ and dividing by $Z(L)$ expresses $Z(L')/Z(L)$ as $(L'/L)^D$ times the mean of this exponential at $L$.

## Weights, means and the estimator in Lean

Configurations are Euclidean vectors, and `L • x` is the physical configuration.

```lean
import Mathlib

open Finset

namespace PathIntegralPressure

noncomputable section

/-- Configurations with `D` Cartesian coordinates in total. -/
abbrev Config (D : ℕ) := EuclideanSpace ℝ (Fin D)

variable {D : ℕ}

/-- Boltzmann weight of the scaled configuration `x` in a box of length `L`, with scaled spring
term `K` and potential `U`, for `β ≠ 0`. -/
def weight (K U : Config D → ℝ) (β L : ℝ) (x : Config D) : ℝ :=
  Real.exp (-(L ^ 2 * K x / β) - β * U (L • x))
```

The function `K` is arbitrary; its quadratic scaling sits in the factor `L ^ 2`. `U` does not depend on the box separately, which excludes interactions with periodic images, whether by minimum image or by Ewald sums. Exchange of identical particles, bosons or fermions, is left out too, since it requires a sum over permutations with different spring terms.

```lean
/-- Partition function over the scaled configurations in `S`, with the Jacobian `L ^ D`. -/
def partitionFn (S : Finset (Config D)) (K U : Config D → ℝ) (β L : ℝ) : ℝ :=
  L ^ D * ∑ x ∈ S, weight K U β L x
```

Prefactors independent of $L$ are omitted, since they do not affect the pressure. With an integral over scaled coordinates in place of the sum, the estimator would look the same, but the proof would need integrability and a bound that permits differentiation under the integral.

```lean
/-- Weighted mean of the observable `A` over a nonempty set `S` of scaled configurations. -/
def mean (S : Finset (Config D)) (K U : Config D → ℝ) (β L : ℝ) (A : Config D → ℝ) : ℝ :=
  (∑ x ∈ S, weight K U β L x * A x) / ∑ x ∈ S, weight K U β L x

/-- Length of a `d`-dimensional cubic box of volume `v`, for `d ≥ 1` and `v ≥ 0`. -/
def boxLength (d : ℕ) (v : ℝ) : ℝ := v ^ ((d : ℝ)⁻¹)

/-- Thermodynamic pressure estimator of a scaled configuration, for `d ≥ 1` and nonzero `β` and `L`.
-/
def pressureEstimator (d : ℕ) (K U : Config D → ℝ) (β L : ℝ) (x : Config D) : ℝ :=
  (D / β - 2 * L ^ 2 * K x / β ^ 2 - inner ℝ (L • x) (gradient U (L • x))) / (d * L ^ d)
```

## Derivatives in the box length

`HasDerivAt f f' a` says that `f` is differentiable at `a` with derivative `f'`. The first lemma composes the gradient of `U` with the ray $l\mapsto lx$; the second differentiates the exponential and produces $g$. Both, and the derivatives built on them below, assume that `U` is differentiable at every `L • x` involved.

```lean
/-- If `U` is differentiable at `L • x`, the derivative of `U (l • x)` with respect to `l` at `l =
L` is the inner product of `x` with the gradient of `U` at `L • x`. -/
theorem hasDerivAt_scaled_potential {U : Config D → ℝ} {L : ℝ} {x : Config D}
    (hU : DifferentiableAt ℝ U (L • x)) :
    HasDerivAt (fun l : ℝ => U (l • x)) (inner ℝ x (gradient U (L • x))) L := by
  have hl : HasDerivAt (fun l : ℝ => l • x) x L := by
    simpa using (hasDerivAt_id L).smul_const x
  have h := hU.hasGradientAt.hasFDerivAt.comp_hasDerivAt L hl
  rw [real_inner_comm]
  exact h

/-- Derivative of the Boltzmann weight with respect to the box length. -/
theorem hasDerivAt_weight (K : Config D → ℝ) {U : Config D → ℝ} (β : ℝ) {L : ℝ} {x : Config D}
    (hU : DifferentiableAt ℝ U (L • x)) :
    HasDerivAt (fun l => weight K U β l x)
      (weight K U β L x * (-(2 * L * K x / β) - β * inner ℝ x (gradient U (L • x)))) L := by
  have hK : HasDerivAt (fun l : ℝ => l ^ 2 * K x / β) (2 * L * K x / β) L := by
    simpa using ((hasDerivAt_pow 2 L).mul_const (K x)).div_const β
  exact (hK.fun_neg.fun_sub ((hasDerivAt_scaled_potential hU).const_mul β)).exp
```

Positivity of the sum permits division and the logarithm. The mean is also affine, which later moves constants inside it.

```lean
/-- The sum of the Boltzmann weights over a nonempty set of configurations is positive. -/
theorem sum_weight_pos {S : Finset (Config D)} (hS : S.Nonempty) (K U : Config D → ℝ)
    (β L : ℝ) : 0 < ∑ x ∈ S, weight K U β L x :=
  Finset.sum_pos (fun _ _ => Real.exp_pos _) hS

/-- The weighted mean respects shifts and rescalings of an observable. -/
theorem mean_affine {S : Finset (Config D)} (hS : S.Nonempty) (K U : Config D → ℝ)
    (β L a b : ℝ) (A : Config D → ℝ) :
    mean S K U β L (fun x => a + b * A x) = a + b * mean S K U β L A := by
  have hW := (sum_weight_pos hS K U β L).ne'
  have h : ∑ x ∈ S, weight K U β L x * (a + b * A x) =
      a * ∑ x ∈ S, weight K U β L x + b * ∑ x ∈ S, weight K U β L x * A x := by
    rw [Finset.mul_sum, Finset.mul_sum, ← Finset.sum_add_distrib]
    exact Finset.sum_congr rfl fun x _ => by ring
  unfold mean
  rw [h, add_div, mul_div_cancel_right₀ _ hW, mul_div_assoc]
```

The derivative of $\log Z$ comes from the product rule and the logarithm. The auxiliary `hp` rewrites $DL^{D-1}$ as $(D/L)L^D$, including the case $D=0$.

```lean
/-- Derivative of the logarithm of the partition function with respect to the box length. -/
theorem hasDerivAt_log_partitionFn {S : Finset (Config D)} (hS : S.Nonempty)
    (K : Config D → ℝ) {U : Config D → ℝ} (β : ℝ) {L : ℝ} (hL : 0 < L)
    (hU : ∀ x ∈ S, DifferentiableAt ℝ U (L • x)) :
    HasDerivAt (fun l => Real.log (partitionFn S K U β l))
      (D / L + mean S K U β L
        (fun x => -(2 * L * K x / β) - β * inner ℝ x (gradient U (L • x)))) L := by
  have hW := (sum_weight_pos hS K U β L).ne'
  have hLD : L ^ D ≠ 0 := (pow_pos hL D).ne'
  have hp : ∀ n : ℕ, (n : ℝ) * L ^ (n - 1) = n / L * L ^ n := by
    intro n
    cases n with
    | zero => simp
    | succ n =>
      rw [Nat.add_sub_cancel, pow_succ]
      field_simp
  have hsum := HasDerivAt.fun_sum fun x hx => hasDerivAt_weight K β (hU x hx)
  have h := ((hasDerivAt_pow D L).fun_mul hsum).log (mul_ne_zero hLD hW)
  refine h.congr_deriv ?_
  -- the Jacobian contributes D / L, the weights contribute a mean
  rw [hp]
  unfold mean
  field_simp
```

## The volume derivative

The main theorem differentiates in the volume itself. `hbox` is $dL/dv$, `hlog` is the preceding derivative, and `comp` joins them. `he` writes the estimator as an affine function of $g$, so `mean_affine` finishes the comparison.

```lean
/-- Pressure estimator: the derivative of `log Z / β` with respect to the volume, at volume `L ^ d`,
is the weighted mean of the thermodynamic pressure estimator. -/
theorem pressure_eq_mean_estimator {S : Finset (Config D)} (hS : S.Nonempty)
    (K : Config D → ℝ) {U : Config D → ℝ} {β L : ℝ} (hβ : 0 < β) (hL : 0 < L)
    {d : ℕ} (hd : 0 < d) (hU : ∀ x ∈ S, DifferentiableAt ℝ U (L • x)) :
    HasDerivAt (fun v => Real.log (partitionFn S K U β (boxLength d v)) / β)
      (mean S K U β L (pressureEstimator d K U β L)) (L ^ d) := by
  have hd' : (d : ℝ) ≠ 0 := Nat.cast_ne_zero.mpr hd.ne'
  have hV : L ^ d ≠ 0 := (pow_pos hL d).ne'
  have hb : boxLength d (L ^ d) = L := Real.pow_rpow_inv_natCast hL.le hd.ne'
  -- the box length as a function of the volume
  have hbox : HasDerivAt (boxLength d) ((d : ℝ)⁻¹ * (L / L ^ d)) (L ^ d) := by
    have h := Real.hasDerivAt_rpow_const (x := L ^ d) (p := (d : ℝ)⁻¹) (Or.inl hV)
    rw [Real.rpow_sub_one hV, Real.pow_rpow_inv_natCast hL.le hd.ne'] at h
    exact h
  have hlog : HasDerivAt (fun l => Real.log (partitionFn S K U β l))
      (D / L + mean S K U β L
        (fun x => -(2 * L * K x / β) - β * inner ℝ x (gradient U (L • x))))
      (boxLength d (L ^ d)) := by
    rw [hb]
    exact hasDerivAt_log_partitionFn hS K β hL hU
  refine ((hlog.comp (L ^ d) hbox).div_const β).congr_deriv ?_
  -- the estimator is an affine function of the logarithmic derivative of the weight
  have he : pressureEstimator d K U β L = fun x => D / (β * d * L ^ d) +
      L / (β * d * L ^ d) * (-(2 * L * K x / β) - β * inner ℝ x (gradient U (L • x))) := by
    funext x
    unfold pressureEstimator
    rw [real_inner_smul_left]
    field_simp
    ring
  rw [he, mean_affine hS]
  field_simp
```

Differentiability at the configurations $Lx$ with $x\in S$ matters. Take $D=d=\beta=L=1$, $S=\{1\}$, $K=0$ and $U(R)=|R-1|$. Then $\log Z=\log v-|v-1|$ has slope $2$ from the left and $0$ from the right at $v=1$, so no pressure exists there.

## Homogeneous potentials, the ideal gas and finite volume changes

Euler's relation follows from uniqueness of the derivative of $l\mapsto U(lR)$ at $l=1$.

```lean
/-- Euler's relation: for a potential homogeneous of integer degree `n` and differentiable at `R`,
the inner product of `R` with the gradient at `R` is `n` times the potential at `R`. -/
theorem virial_of_homogeneous {U : Config D → ℝ} {n : ℤ} {R : Config D}
    (hU : DifferentiableAt ℝ U R) (hn : ∀ l : ℝ, 0 < l → U (l • R) = l ^ n * U R) :
    inner ℝ R (gradient U R) = n * U R := by
  have h1 := hasDerivAt_scaled_potential (U := U) (L := 1) (x := R) (by rwa [one_smul])
  rw [one_smul] at h1
  have h2 : HasDerivAt (fun l : ℝ => l ^ n * U R) (n * U R) 1 := by
    simpa using (hasDerivAt_zpow n (1 : ℝ) (Or.inl one_ne_zero)).mul_const (U R)
  refine h1.unique (h2.congr_of_eventuallyEq ?_)
  filter_upwards [lt_mem_nhds (zero_lt_one (α := ℝ))] with l hl using hn l hl
```

Substituting it term by term gives the gradient-free estimator. The Coulomb potential has $n=-1$; homogeneity is required at every `R`, and Lean's convention $1/0=0$ satisfies it at coincident particles.

```lean
/-- For a potential homogeneous of integer degree `n`, the pressure is a weighted mean that
involves the potential itself and no gradient. -/
theorem pressure_of_homogeneous {S : Finset (Config D)} (hS : S.Nonempty)
    (K : Config D → ℝ) {U : Config D → ℝ} {β L : ℝ} (hβ : 0 < β) (hL : 0 < L)
    {d : ℕ} (hd : 0 < d) (hU : ∀ x ∈ S, DifferentiableAt ℝ U (L • x)) {n : ℤ}
    (hn : ∀ (l : ℝ) (R : Config D), 0 < l → U (l • R) = l ^ n * U R) :
    HasDerivAt (fun v => Real.log (partitionFn S K U β (boxLength d v)) / β)
      (mean S K U β L (fun x =>
        (D / β - 2 * L ^ 2 * K x / β ^ 2 - n * U (L • x)) / (d * L ^ d))) (L ^ d) := by
  refine (pressure_eq_mean_estimator hS K hβ hL hd hU).congr_deriv ?_
  unfold mean
  congr 1
  refine Finset.sum_congr rfl fun x hx => ?_
  unfold pressureEstimator
  rw [virial_of_homogeneous (hU x hx) fun l hl => hn l _ hl]
```

The classical ideal gas has one bead per particle, hence no springs, and zero potential. Its pressure comes from the Jacobian alone, and `mean_affine` evaluates the mean of a constant.

```lean
/-- Ideal gas law: for `N` particles in `d` dimensions without springs or potential, the
pressure is `N / (β L ^ d)`. -/
theorem ideal_gas_pressure {d N : ℕ} {S : Finset (Config (d * N))} (hS : S.Nonempty)
    {β L : ℝ} (hβ : 0 < β) (hL : 0 < L) (hd : 0 < d) :
    HasDerivAt (fun v => Real.log
      (partitionFn S (fun _ => 0) (fun _ => 0) β (boxLength d v)) / β)
      (N / (β * L ^ d)) (L ^ d) := by
  have hd' : (d : ℝ) ≠ 0 := Nat.cast_ne_zero.mpr hd.ne'
  have h := pressure_of_homogeneous hS (fun _ => 0) (U := fun _ => 0) hβ hL hd
    (fun _ _ => differentiableAt_const _) (n := 0) (fun _ _ _ => by simp)
  have e := mean_affine hS (fun _ => 0) (fun _ => 0) β L (N / (β * L ^ d)) 0 (fun _ => 0)
  refine h.congr_deriv (Eq.trans ?_ (e.trans (by ring)))
  unfold mean
  congr 1
  refine Finset.sum_congr rfl fun x _ => ?_
  congr 1
  simp only [Nat.cast_mul, mul_zero, zero_div, sub_zero, add_zero]
  field_simp
```

The last theorem reweights each configuration by combining exponentials. It underlies pressure estimates from trial volume changes, here for the same finite set at both lengths, and needs no differentiability.

```lean
/-- Finite volume change: the ratio of partition functions at box lengths `L'` and `L` is the
Jacobian ratio times a weighted mean taken at `L`. -/
theorem partitionFn_ratio {S : Finset (Config D)} (hS : S.Nonempty) (K U : Config D → ℝ)
    (β L L' : ℝ) :
    partitionFn S K U β L' / partitionFn S K U β L =
      (L' / L) ^ D * mean S K U β L (fun x =>
        Real.exp (-((L' ^ 2 - L ^ 2) * K x / β) - β * (U (L' • x) - U (L • x)))) := by
  have hW := (sum_weight_pos hS K U β L).ne'
  -- reweighting each configuration from L to L'
  have h : ∑ x ∈ S, weight K U β L x *
      Real.exp (-((L' ^ 2 - L ^ 2) * K x / β) - β * (U (L' • x) - U (L • x))) =
      ∑ x ∈ S, weight K U β L' x := by
    refine Finset.sum_congr rfl fun x _ => ?_
    unfold weight
    rw [← Real.exp_add]
    congr 1
    ring
  unfold mean partitionFn
  rw [h, div_pow, mul_div_mul_comm]

end

end PathIntegralPressure
```

```lean
#print axioms PathIntegralPressure.pressure_eq_mean_estimator
#print axioms PathIntegralPressure.ideal_gas_pressure
#print axioms PathIntegralPressure.partitionFn_ratio
```

```
'PathIntegralPressure.pressure_eq_mean_estimator' depends on axioms: [propext, Classical.choice, Quot.sound]
'PathIntegralPressure.ideal_gas_pressure' depends on axioms: [propext, Classical.choice, Quot.sound]
'PathIntegralPressure.partitionFn_ratio' depends on axioms: [propext, Classical.choice, Quot.sound]
```
